# Generalized Kohn-Sham energies with the exact remainder have the same infimum as the total-energy functional on determinant densities

A hybrid calculation minimizes an energy that contains a fraction of exact exchange. This energy depends on the orbitals, so two determinants with the same density can have different energies. Without a link to the density functional, nothing ensures that the minimum over determinants lies at the right energy, or that the minimizing determinant has the right density. The link is a remainder functional matched to the model energy.

## Splitting off a non-negative excess

Let X be a finite set of sites or grid points, and let a density be a real function on X. Each determinant φ has a density dφ and a model energy S(φ), for example its kinetic energy plus some exact exchange. D is the set of all densities dφ. Let F be a density functional and v an external potential, with v·n the sum of v(x) n(x) over X. Define

FS(n) = inf { S(φ) : dφ = n },  R(n) = F(n) − FS(n),

E(n) = F(n) + v·n,  G(φ) = S(φ) + R(dφ) + v·dφ.

Assume that S is bounded below among determinants sharing a density. Inserting R into G gives

G(φ) = E(dφ) + [S(φ) − FS(dφ)].

The bracket is never negative, so E(dφ) ≤ G(φ). By the definition of an infimum, some determinant ψ with the same density has a bracket smaller than any given ε > 0, so G(ψ) < E(dφ) + ε.

Now let c be a real number. If c ≤ E(n) for all n in D, then c ≤ G(φ) for all φ. Conversely, if c ≤ G everywhere, then c < E(dφ) + ε for every ε > 0, hence c ≤ E(dφ). The two energies have the same lower bounds, and therefore

inf over D of E = inf over determinants of G,

where both sides may be −∞.

If φ minimizes G, then G(φ) is a lower bound for G and so for E. Together with E(dφ) ≤ G(φ) this gives E(dφ) ≤ E(n) for all n in D: dφ is a ground-state density, which here means a minimizer of E over D. It also gives G(φ) ≤ E(dφ), so the bracket vanishes and S(φ) = FS(dφ). Conversely, if dφ is a ground-state density and the bracket vanishes, then G(φ) = E(dφ) ≤ E(dψ) ≤ G(ψ) for every ψ.

The mistake to avoid is to read the result backwards and take every determinant with a ground-state density for a minimizer. The vanishing bracket is a separate condition, and the two-site example at the end shows how it fails.

## Densities, energies and the search condition

```lean
import Mathlib

open Set

namespace GeneralizedKohnSham

noncomputable section

variable {X Φ : Type*}
```

The type `Φ` holds the determinants. Nothing about antisymmetry or orbitals is built in, so the argument applies to any set of states with a density map.

```lean
/-- The constrained search: the infimum of the model energy `S` over all determinants
with density `n`. -/
def constrainedMin (S : Φ → ℝ) (d : Φ → X → ℝ) (n : X → ℝ) : ℝ :=
  sInf (S '' {φ | d φ = n})
```

This is FS, with `{φ | d φ = n}` the determinants of density n.

```lean
/-- The remainder functional `R = F - FS`. -/
def remainder (F : (X → ℝ) → ℝ) (S : Φ → ℝ) (d : Φ → X → ℝ) (n : X → ℝ) : ℝ :=
  F n - constrainedMin S d n
```

The functional `F` is an arbitrary real function. It becomes the exact interacting functional only if the user supplies that functional.

```lean
/-- The model energy is bounded below among determinants that share a density. -/
def SearchBounded (S : Φ → ℝ) (d : Φ → X → ℝ) : Prop :=
  ∀ n, BddBelow (S '' {φ | d φ = n})
```

Physically, this condition says that fixing the density prevents the model energy from falling without limit. It holds for a continuous energy on the normalized determinants of a finite orbital space, since these form a compact set.

```lean
/-- For the density of any determinant, some determinant with that density has the lowest
model energy. -/
def SearchAttained (S : Φ → ℝ) (d : Φ → X → ℝ) : Prop :=
  ∀ φ, ∃ χ, d χ = d φ ∧ ∀ ψ, d ψ = d φ → S χ ≤ S ψ
```

Attainment is stronger: at each density in D, some determinant actually reaches the lowest model energy.

```lean
/-- The total energy `F(n) + v·n` of a density in the external potential `v`. -/
def densityEnergy [Fintype X] (F : (X → ℝ) → ℝ) (v n : X → ℝ) : ℝ :=
  F n + v ⬝ᵥ n

/-- The generalized Kohn-Sham energy `S + R(d) + v·d` of a determinant. -/
def gksEnergy [Fintype X] (F : (X → ℝ) → ℝ) (S : Φ → ℝ) (d : Φ → X → ℝ)
    (v : X → ℝ) (φ : Φ) : ℝ :=
  S φ + remainder F S d (d φ) + v ⬝ᵥ d φ
```

These are E and G; `⬝ᵥ` is the sum over sites.

```lean
/-- A ground-state density minimizes the total energy among the densities of determinants. -/
def IsGroundDensity [Fintype X] (F : (X → ℝ) → ℝ) (d : Φ → X → ℝ) (v n : X → ℝ) : Prop :=
  n ∈ range d ∧ ∀ m ∈ range d, densityEnergy F v n ≤ densityEnergy F v m
```

The competition is restricted to D, written `range d`. A true ground-state density that no determinant reproduces is not covered.

## Comparing the two energies

```lean
/-- If the constrained search is attained, the model energy is bounded below at each density. -/
theorem SearchAttained.bounded {S : Φ → ℝ} {d : Φ → X → ℝ} (h : SearchAttained S d) :
    SearchBounded S d := by
  intro n
  by_cases hn : ∃ φ, d φ = n
  · obtain ⟨φ, rfl⟩ := hn
    obtain ⟨χ, _, hχ⟩ := h φ
    refine ⟨S χ, ?_⟩
    rintro _ ⟨ψ, hψ, rfl⟩
    exact hχ ψ hψ
  · refine ⟨0, ?_⟩
    rintro _ ⟨ψ, hψ, rfl⟩
    exact absurd ⟨ψ, hψ⟩ hn
```

At a density in D, the attained minimum is the required lower bound; at any other density there are no determinants to bound.

```lean
variable [Fintype X] {F : (X → ℝ) → ℝ} {S : Φ → ℝ} {d : Φ → X → ℝ} {v : X → ℝ}

/-- If the model energy is bounded below at each density, the total energy of a determinant's
density is at most the generalized Kohn-Sham energy of the determinant. -/
theorem densityEnergy_le_gksEnergy (hb : SearchBounded S d) (φ : Φ) :
    densityEnergy F v (d φ) ≤ gksEnergy F S d v φ := by
  have h : constrainedMin S d (d φ) ≤ S φ := csInf_le (hb _) ⟨φ, rfl, rfl⟩
  unfold densityEnergy gksEnergy remainder
  linarith
```

`csInf_le` says that the constrained minimum is at most S(φ), and `linarith` adds the common terms.

```lean
/-- For every determinant `φ` and every `ε > 0`, some determinant with the same density has a
generalized Kohn-Sham energy below the total energy of that density plus `ε`. -/
theorem exists_gksEnergy_lt (φ : Φ) {ε : ℝ} (hε : 0 < ε) :
    ∃ ψ, d ψ = d φ ∧ gksEnergy F S d v ψ < densityEnergy F v (d φ) + ε := by
  have hne : (S '' {ψ | d ψ = d φ}).Nonempty := ⟨_, φ, rfl, rfl⟩
  have hlt : sInf (S '' {ψ | d ψ = d φ}) < constrainedMin S d (d φ) + ε :=
    lt_add_of_pos_right _ hε
  obtain ⟨_, ⟨ψ, hψ, rfl⟩, h⟩ := exists_lt_of_csInf_lt hne hlt
  change d ψ = d φ at hψ
  refine ⟨ψ, hψ, ?_⟩
  unfold gksEnergy remainder densityEnergy
  rw [hψ]
  linarith
```

This is the ε-step. `exists_lt_of_csInf_lt` selects a determinant whose model energy is below FS(dφ) + ε, and rewriting with `hψ` identifies the two densities.

```lean
/-- If the model energy is bounded below at each density, a determinant minimizes the generalized
Kohn-Sham energy exactly when its density is a ground-state density and its model energy equals the
constrained infimum at that density. -/
theorem minimizer_iff (hb : SearchBounded S d) (φ : Φ) :
    (∀ ψ, gksEnergy F S d v φ ≤ gksEnergy F S d v ψ) ↔
      IsGroundDensity F d v (d φ) ∧ S φ = constrainedMin S d (d φ) := by
  constructor
  · intro h
    -- the minimum lies below the total energy of every admissible density
    have low : ∀ ψ, gksEnergy F S d v φ ≤ densityEnergy F v (d ψ) := fun ψ =>
      le_of_forall_pos_le_add fun ε hε => by
        obtain ⟨χ, _, hχ⟩ := exists_gksEnergy_lt (F := F) (S := S) (d := d) (v := v) ψ hε
        exact (h χ).trans hχ.le
    refine ⟨⟨⟨φ, rfl⟩, ?_⟩, ?_⟩
    · rintro _ ⟨ψ, rfl⟩
      exact (densityEnergy_le_gksEnergy hb φ).trans (low ψ)
    · have h1 := low φ
      have h2 : constrainedMin S d (d φ) ≤ S φ := csInf_le (hb _) ⟨φ, rfl, rfl⟩
      unfold gksEnergy remainder densityEnergy at h1
      linarith
  · rintro ⟨⟨_, h⟩, hS⟩ ψ
    have h1 : gksEnergy F S d v φ = densityEnergy F v (d φ) := by
      unfold gksEnergy remainder densityEnergy
      linarith
    rw [h1]
    exact (h _ ⟨ψ, rfl⟩).trans (densityEnergy_le_gksEnergy hb ψ)
```

In the forward direction, `low` turns the minimum of G into a lower bound for E by letting ε shrink. The reverse direction is the chain G(φ) = E(dφ) ≤ E(dψ) ≤ G(ψ).

## Equal infima and ground-state densities

```lean
/-- If the model energy is bounded below at each density, the infimum of `F(n) + v·n` over the
densities of determinants equals the infimum of `S + R(d) + v·d` over determinants, and any
minimizing determinant has a ground-state density. -/
theorem generalized_kohn_sham (F : (X → ℝ) → ℝ) (v : X → ℝ) (hb : SearchBounded S d) :
    (⨅ n ∈ range d, (densityEnergy F v n : EReal)) = ⨅ φ, (gksEnergy F S d v φ : EReal) ∧
    ∀ φ, (∀ ψ, gksEnergy F S d v φ ≤ gksEnergy F S d v ψ) → IsGroundDensity F d v (d φ) := by
  refine ⟨le_antisymm ?_ ?_, fun φ h => ((minimizer_iff hb φ).1 h).1⟩
  · exact le_iInf fun φ => (iInf₂_le (d φ) ⟨φ, rfl⟩).trans
      (EReal.coe_le_coe_iff.2 (densityEnergy_le_gksEnergy hb φ))
  · refine le_iInf₂ ?_
    rintro _ ⟨φ, rfl⟩
    by_contra hlt
    -- a real number strictly between the two sides is undercut by some determinant
    obtain ⟨r, h1, h2⟩ := EReal.lt_iff_exists_real_btwn.1 (not_le.1 hlt)
    have h1' := EReal.coe_lt_coe_iff.1 h1
    obtain ⟨ψ, _, hψ⟩ := exists_gksEnergy_lt (F := F) (S := S) (d := d) (v := v) φ
      (sub_pos.2 h1')
    have h3 : gksEnergy F S d v ψ < r := by linarith
    exact lt_irrefl _ ((h2.trans_le (iInf_le _ ψ)).trans (EReal.coe_lt_coe_iff.2 h3))
```

The energies are real, but their infima are taken in `EReal`, the real line with ±∞, so the equality includes energies unbounded below. One inequality follows from E(dφ) ≤ G(φ). For the other, the proof supposes that E(dφ) lies below the infimum of G, picks a real r strictly between them, and uses ε = r − E(dφ) to find a determinant with energy below r, a contradiction.

The second part concerns any minimizing determinant; it does not claim that one exists. The theorem establishes the variational equivalence behind generalized Kohn-Sham theory, without constructing F or deriving self-consistent orbital equations.

```lean
/-- If the constrained search is attained, every ground-state density is the density of a
determinant that minimizes the generalized Kohn-Sham energy. -/
theorem exists_minimizer_of_groundDensity (ha : SearchAttained S d) {n : X → ℝ}
    (hn : IsGroundDensity F d v n) :
    ∃ φ, d φ = n ∧ ∀ ψ, gksEnergy F S d v φ ≤ gksEnergy F S d v ψ := by
  obtain ⟨φ, rfl⟩ := hn.1
  obtain ⟨χ, hχ, hmin⟩ := ha φ
  refine ⟨χ, hχ, (minimizer_iff ha.bounded χ).2 ⟨by rw [hχ]; exact hn, ?_⟩⟩
  rw [hχ]
  refine le_antisymm (le_csInf ⟨_, φ, rfl, rfl⟩ ?_) (csInf_le (ha.bounded _) ⟨χ, hχ, rfl⟩)
  rintro _ ⟨ψ, hψ, rfl⟩
  exact hmin ψ hψ
```

Under attainment, a ground-state density n has a determinant χ with dχ = n and S(χ) = FS(n). The characterization of minimizers then applies to χ.

## Hybrids with different mixing parameters

Take S = T + aW, with T the kinetic energy and W an interaction energy of the determinant. The density energy E does not contain a, so two mixing parameters a and b give the same infimum of G.

```lean
/-- If the hybrid model energies `T + a W` and `T + b W` are both bounded below at each density, and
each has its own exact remainder functional, then the infimum of the generalized Kohn-Sham energy is
the same for both. -/
theorem hybrid_energy_independent_of_mixing (T W : Φ → ℝ) (a b : ℝ)
    (ha : SearchBounded (fun φ => T φ + a * W φ) d)
    (hb : SearchBounded (fun φ => T φ + b * W φ) d) :
    (⨅ φ, (gksEnergy F (fun φ => T φ + a * W φ) d v φ : EReal)) =
      ⨅ φ, (gksEnergy F (fun φ => T φ + b * W φ) d v φ : EReal) :=
  (generalized_kohn_sham F v ha).1.symm.trans (generalized_kohn_sham F v hb).1
```

The proof passes through E from one hybrid to the other. For hybrid functionals on a finite grid, this means that the mixing parameter leaves the energy infimum unchanged when each parameter has its own exact remainder; an approximate remainder carries no such guarantee.

## First variation at a minimizer

Let γ(t) be a path of determinants with a minimizer at t = 0. Write s for the derivative of S along the path, n′ for that of the density, and L for the derivative of R at the minimizing density. Since G(γ(t)) has a minimum at t = 0, its derivative there vanishes:

s + L n′ + v·n′ = 0.

On a finite grid L n′ = u·n′ for some function u on X, so the remainder acts as a local potential added to v, while s retains the orbital dependence of the model energy.

```lean
/-- Along a path of determinants through a minimizer, the first variations of the model energy,
of the remainder functional and of the external energy add up to zero. -/
theorem gks_stationarity (γ : ℝ → Φ) {s : ℝ} {n' : X → ℝ} {L : (X → ℝ) →L[ℝ] ℝ}
    (hmin : ∀ ψ, gksEnergy F S d v (γ 0) ≤ gksEnergy F S d v ψ)
    (hS : HasDerivAt (fun t => S (γ t)) s 0)
    (hd : HasDerivAt (fun t => d (γ t)) n' 0)
    (hR : HasFDerivWithinAt (remainder F S d) L (range d) (d (γ 0))) :
    s + L n' + v ⬝ᵥ n' = 0 := by
  -- chain rule for the remainder, using only variations within the set of densities
  have h1 : HasDerivAt (fun t => remainder F S d (d (γ t))) (L n') 0 := by
    rw [← hasDerivWithinAt_univ]
    exact HasFDerivWithinAt.comp_hasDerivWithinAt (f := fun t => d (γ t)) (0 : ℝ) hR
      hd.hasDerivWithinAt (fun t _ => ⟨γ t, rfl⟩)
  have h2 : HasDerivAt (fun t => v ⬝ᵥ d (γ t)) (v ⬝ᵥ n') 0 := by
    simp only [dotProduct]
    exact HasDerivAt.fun_sum fun i _ => (hasDerivAt_pi.1 hd i).const_mul (v i)
  have h3 : IsLocalMin (fun t => gksEnergy F S d v (γ t)) 0 :=
    Filter.Eventually.of_forall fun t => hmin (γ t)
  exact h3.hasDerivAt_eq_zero ((hS.fun_add h1).fun_add h2)
```

The three differentiability conditions are assumed; that on R is a real restriction, since a constrained minimum can have kinks. R is differentiated only within D, because outside D the Lean infimum runs over an empty set and has the conventional value 0. The proof obtains `h1` from the chain rule and `h2` by differentiating the sum over sites, then sets the derivative at the minimum to zero.

## One particle on two sites

For the real orbital (cos θ, sin θ), the site occupations are cos²θ and sin²θ.

```lean
/-- Site occupations of one particle in the orbital `(cos θ, sin θ)` on two sites. -/
def siteDensity (θ : ℝ) : Fin 2 → ℝ := ![Real.cos θ ^ 2, Real.sin θ ^ 2]
```

With unit hopping amplitude, the energy is −2 cos θ sin θ.

```lean
/-- Hopping energy of the orbital `(cos θ, sin θ)` with unit hopping amplitude. -/
def hoppingEnergy (θ : ℝ) : ℝ := -2 * (Real.cos θ * Real.sin θ)
```

The density fixes the magnitude of cos θ sin θ but not its sign. The lowest energy at that density is therefore −2|cos θ sin θ|, reached by θ or by −θ.

At θ = π/4 and θ = −π/4 both densities are (1/2, 1/2), while the energies are −1 and +1. The second orbital has a bracket of 2, so it never minimizes G, even when (1/2, 1/2) is a ground-state density.

```lean
/-- For one particle on two sites, the constrained search over the hopping energy is attained. -/
theorem searchAttained_witness : SearchAttained hoppingEnergy siteDensity := by
  intro θ
  have key : ∀ ψ, siteDensity ψ = siteDensity θ →
      (Real.cos ψ * Real.sin ψ) ^ 2 = (Real.cos θ * Real.sin θ) ^ 2 := by
    intro ψ h
    have h0 : Real.cos ψ ^ 2 = Real.cos θ ^ 2 := congrFun h 0
    have h1 : Real.sin ψ ^ 2 = Real.sin θ ^ 2 := congrFun h 1
    rw [mul_pow, mul_pow, h0, h1]
  -- choose the relative sign of the two amplitudes that lowers the energy
  rcases le_total 0 (Real.cos θ * Real.sin θ) with hp | hp
  · refine ⟨θ, rfl, fun ψ h => ?_⟩
    have h2 := (abs_le_of_sq_le_sq' (key ψ h).le hp).2
    unfold hoppingEnergy
    linarith
  · refine ⟨-θ, by simp [siteDensity], fun ψ h => ?_⟩
    have h1 : (Real.cos ψ * Real.sin ψ) ^ 2 ≤ (-(Real.cos θ * Real.sin θ)) ^ 2 := by
      rw [neg_sq]
      exact (key ψ h).le
    have h2 := (abs_le_of_sq_le_sq' h1 (by linarith)).2
    unfold hoppingEnergy
    rw [Real.cos_neg, Real.sin_neg]
    linarith

end

end GeneralizedKohnSham
```

`key` shows that equal densities give equal squares of cos θ sin θ. The case split on the sign of this product then selects θ or −θ, and `abs_le_of_sq_le_sq'` converts equal squares into the needed inequality. The search condition is thus satisfied in a model where the density does not determine the model energy.

```lean
#print axioms GeneralizedKohnSham.exists_minimizer_of_groundDensity
#print axioms GeneralizedKohnSham.hybrid_energy_independent_of_mixing
#print axioms GeneralizedKohnSham.gks_stationarity
```

```
'GeneralizedKohnSham.exists_minimizer_of_groundDensity' depends on axioms: [propext, Classical.choice, Quot.sound]
'GeneralizedKohnSham.hybrid_energy_independent_of_mixing' depends on axioms: [propext, Classical.choice, Quot.sound]
'GeneralizedKohnSham.gks_stationarity' depends on axioms: [propext, Classical.choice, Quot.sound]
```
